# Sum rules for weights that give twice the surface energy without bias, whatever the bulk and surface energies, from slab energies linear in thickness with mean-zero errors

In the model, a slab's computed energy is its number of layers times a bulk energy `e`, plus a surface energy `g` for each of its two faces, plus a random error. The slabs have `N + 1` to `N + m` layers, and each error is integrable with mean zero; independence is not assumed. The theorem `unbiased_iff` says that a fixed weighted sum of these energies has mean `2 * g` for all real `e` and `g` exactly when the weights sum to one and the sum of weight times thickness vanishes. The attempt first computes the mean as a linear expression in `e` and `g`. It then gets the two sum rules by setting `(e, g)` to `(1, 0)` and `(0, 1)`, and the converse by substitution.

Lean 4 with Mathlib refuses this proof:

```lean
import Mathlib

open MeasureTheory ProbabilityTheory

namespace UnbiasedIff

noncomputable section

variable {m : ℕ} {Ω : Type*} [MeasurableSpace Ω] {μ : Measure Ω}

/-- The number of layers of slab `i` in the series `N + 1, ..., N + m`. -/
def thickness (N : ℕ) (i : Fin m) : ℝ := N + (i : ℕ) + 1

/-- The computed energy of a slab: bulk energy `e` per layer, surface energy `g` for each
of the two faces, and an error. -/
def slabEnergy (N : ℕ) (e g : ℝ) (err : Fin m → Ω → ℝ) (i : Fin m) (ω : Ω) : ℝ :=
  thickness N i * e + 2 * g + err i ω

/-- The weighted sum of slab energies that serves as an estimate of `2 g`. -/
def estimate (N : ℕ) (e g : ℝ) (err : Fin m → Ω → ℝ) (w : Fin m → ℝ) (ω : Ω) : ℝ :=
  ∑ i, w i * slabEnergy N e g err i ω

/-- The weights sum to one and their first moment in the thickness vanishes. -/
def Extracts (N : ℕ) (w : Fin m → ℝ) : Prop :=
  ∑ i, w i = 1 ∧ ∑ i, thickness N i * w i = 0

/-- For integrable errors of mean zero, the estimate has mean `2 g` whatever the bulk and
surface energies are, exactly when the weights satisfy the two sum rules. -/
theorem unbiased_iff [IsProbabilityMeasure μ] (N : ℕ) {err : Fin m → Ω → ℝ}
    (hint : ∀ i, Integrable (err i) μ) (h0 : ∀ i, ∫ ω, err i ω ∂μ = 0) (w : Fin m → ℝ) :
    (∀ e g : ℝ, ∫ ω, estimate N e g err w ω ∂μ = 2 * g) ↔ Extracts N w := by
  have mean : ∀ e g : ℝ, ∫ ω, estimate N e g err w ω ∂μ
      = e * ∑ i, thickness N i * w i + 2 * g * ∑ i, w i := by
    intro e g
    have one : ∀ i, ∫ ω, w i * slabEnergy N e g err i ω ∂μ
        = w i * (thickness N i * e + 2 * g) := by
      intro i
      unfold slabEnergy
      rw [integral_const_mul, integral_add (integrable_const _) (hint i), h0]
      simp
    unfold estimate
    rw [integral_finset_sum _ (fun i _ =>
      ((integrable_const (thickness N i * e + 2 * g)).add (hint i)).const_mul (w i))]
    rw [Finset.sum_congr rfl (fun i _ => one i), Finset.mul_sum, Finset.mul_sum,
      ← Finset.sum_add_distrib]
    exact Finset.sum_congr rfl (fun i _ => by ring)
  constructor
  · intro H
    have h1 := H 1 0
    have h2 := H 0 1
    rw [mean] at h1 h2
    exact ⟨by linarith, by linarith⟩
  · rintro ⟨h1, h2⟩ e g
    rw [mean, h1, h2]
    ring

end

end UnbiasedIff
```

The error:

```
Main.lean:42:8: warning: `MeasureTheory.integral_finset_sum` has been deprecated: Use `MeasureTheory.integral_finsetSum` instead
Main.lean:42:8: error: Tactic `rewrite` failed: Did not find an occurrence of the pattern
  ∫ (a : Ω), ∑ i ∈ ?m.162, w i * ((fun x => thickness N i * e + 2 * g) + err i) a ∂μ
in the target expression
  ∫ (ω : Ω), ∑ i, w i * slabEnergy N e g err i ω ∂μ = e * ∑ i, thickness N i * w i + 2 * g * ∑ i, w i

m : ℕ
Ω : Type u_1
inst✝¹ : MeasurableSpace Ω
μ : Measure Ω
inst✝ : IsProbabilityMeasure μ
N : ℕ
err : Fin m → Ω → ℝ
hint : ∀ (i : Fin m), Integrable (err i) μ
h0 : ∀ (i : Fin m), ∫ (ω : Ω), err i ω ∂μ = 0
w : Fin m → ℝ
e g : ℝ
one : ∀ (i : Fin m), ∫ (ω : Ω), w i * slabEnergy N e g err i ω ∂μ = w i * (thickness N i * e + 2 * g)
⊢ ∫ (ω : Ω), ∑ i, w i * slabEnergy N e g err i ω ∂μ = e * ∑ i, thickness N i * w i + 2 * g * ∑ i, w i
```

Cause. The error arises where the integral of a finite sum is to be exchanged with the sum. `rw` took the integrand it looked for from the integrability proof supplied, and that proof describes the function as `w i * ((fun x => thickness N i * e + 2 * g) + err i) a`. The goal has `w i * slabEnergy N e g err i ω` instead. The two are equal by definition, but seeing this requires unfolding `slabEnergy`, an ordinary definition, which `rw` does not do when it searches for its pattern.

The repair first states the integrability as `hi`, with the integrand written through `slabEnergy`. The same proof term is accepted there, because checking it against the stated type may unfold the definition. Passed to the rewrite, `hi` yields a pattern that matches the goal.

The warning is a separate matter: `integral_finset_sum` is a deprecated name, and the diff replaces it with `integral_finsetSum`. That did not cause the error. Joining the two `rw` calls into one is mere tidying.

The mended proof, as a diff:

```diff
@@ -39,8 +39,9 @@
       rw [integral_const_mul, integral_add (integrable_const _) (hint i), h0]
       simp
+    have hi : ∀ i, Integrable (fun ω => w i * slabEnergy N e g err i ω) μ := fun i =>
+      ((integrable_const (thickness N i * e + 2 * g)).add (hint i)).const_mul (w i)
     unfold estimate
-    rw [integral_finset_sum _ (fun i _ =>
-      ((integrable_const (thickness N i * e + 2 * g)).add (hint i)).const_mul (w i))]
-    rw [Finset.sum_congr rfl (fun i _ => one i), Finset.mul_sum, Finset.mul_sum,
+    rw [integral_finsetSum _ (fun i _ => hi i),
+      Finset.sum_congr rfl (fun i _ => one i), Finset.mul_sum, Finset.mul_sum,
       ← Finset.sum_add_distrib]
     exact Finset.sum_congr rfl (fun i _ => by ring)
```
